# In the Gaussian-excess model of A + B → 0, t times the surviving density diverges as t → ∞ if and only if d < 4

Suppose two species A and B diffuse in three dimensions with the same diffusion constant and annihilate on contact, starting from equal densities n₀, and the late decay is fitted to the mean-field law n₀/(1 + k n₀ t). This law solves dρ/dt = −kρ², and it falls as 1/(kt). If the survivors are in fact the local surplus left by independent, uniformly random initial positions, and that surplus is treated as Gaussian, the fit fails for every constant k > 0: the surviving density exceeds the fitted one by a factor that grows without bound. Within this model, which assumes unbounded space, a rate constant fitted to the early part of the decay cannot be extrapolated to late times in three dimensions. For a particle simulation the model is meant only for times at which the diffusion length √(Dt) is still small compared with the box.

## From the local excess to the power law

Let both species have diffusion constant D > 0. The reaction removes one A and one B together, so it leaves the difference of their densities unchanged, and this difference simply diffuses. Its spreading is described by the heat kernel on d-dimensional space,

G(x, t) = (4πDt)^(−d/2) exp(−|x|²/(4Dt)), t > 0.

If the initial positions are independent and uniformly random, each species contributes n₀ ∫ G² to the variance of the difference at a point. The model takes the excess q to be a centred Gaussian with the total variance

v = 2 n₀ ∫ G(x, t)² dx.

It also assumes that the local minority has been used up. Then A survives only where q > 0, with density q, and by symmetry the mean density of each species is

ρ(t) = ½ ⟨|q|⟩.

These are physical assumptions about late times. For d ≥ 1 the resulting ρ even diverges as t → 0, where the true density is n₀.

The kernel has unit integral, because ∫ exp(−b|x|²) dx = (π/b)^(d/2), and b = 1/(4Dt) gives (4πDt)^(d/2), which cancels the prefactor.

The square of the kernel is again a Gaussian, with the exponent of the kernel at time t/2:

G(x, t)² = (4πDt)^(−d) exp(−|x|²/(2Dt)),

G(x, t/2) = (2πDt)^(−d/2) exp(−|x|²/(2Dt)).

Since (4πDt)² = (8πDt)(2πDt), it follows that

G(x, t)² = (8πDt)^(−d/2) G(x, t/2),

and integrating over x gives ∫ G² = (8πDt)^(−d/2).

For v > 0 the mean absolute value is

⟨|q|⟩ = 2 (2πv)^(−1/2) ∫₀^∞ q exp(−q²/(2v)) dq = 2v/√(2πv) = √(2v/π).

Inserting v = 2 n₀ (8πDt)^(−d/2) yields

ρ(t) = ½ √(4 n₀ (8πDt)^(−d/2)/π) = √(n₀/π) (8πDt)^(−d/4).

Multiplication by t separates the time dependence:

t ρ(t) = C t^(1 − d/4), C = √(n₀/π) (8πD)^(−d/4) > 0.

The exponent is positive for d < 4, zero for d = 4 and negative for d > 4. As t → ∞ the product therefore diverges, stays constant or tends to zero, respectively.

The comparison with the mean-field law uses

ρ(t)/(n₀/(1 + k n₀ t)) = ρ(t)/n₀ + k t ρ(t).

Below four dimensions the last term diverges and the first is positive, so the ratio diverges. The same identity settles the neighbouring case d = 4, which is worked out here by hand and does not appear in the code: ρ(t)/n₀ vanishes at long times, and the ratio tends to k √(n₀/π)/(8πD).

## The kernel and the density in Lean

The dimension `d` is a natural number, with zero allowed, and position space is `EuclideanSpace ℝ (Fin d)` with its usual norm and volume.

```lean
import Mathlib

open MeasureTheory ProbabilityTheory Filter
open scoped Real NNReal

namespace DiffusiveAnnihilation

noncomputable section
```

The kernel is an explicit function. Its positivity conditions on `D` and `t` enter as hypotheses of the theorems.

```lean
/-- The heat kernel on `d`-dimensional space with diffusion constant `D` at time `t`,
for `D, t > 0`. -/
def heatKernel (d : ℕ) (D t : ℝ) (x : EuclideanSpace ℝ (Fin d)) : ℝ :=
  (4 * π * D * t) ^ (-(d : ℝ) / 2) * Real.exp (-‖x‖ ^ 2 / (4 * D * t))
```

The surviving density is defined as half an actual expectation of |q|, so its closed form remains to be proved. `gaussianReal 0 v` is the Gaussian measure with mean zero and variance `v`. The variance must be a nonnegative real, and `Real.toNNReal` converts the real expression to that type.

This definition is where the physics enters. The conservation argument, the random initial positions, the Gaussian approximation and the disappearance of the minority species are built into it; no particle dynamics or reaction-diffusion equation is analysed.

```lean
/-- The surviving density of each species, modelled as half the mean absolute value of a centred
Gaussian excess of variance `2 n₀ ∫ G²`, for `n₀, D, t > 0`. -/
def survivingDensity (d : ℕ) (n₀ D t : ℝ) : ℝ :=
  1 / 2 * ∫ q, |q| ∂(gaussianReal 0 (Real.toNNReal (2 * n₀ * ∫ x, heatKernel d D t x ^ 2)))
```

## Integrating the squared kernel

Mathlib supplies the d-dimensional Gaussian integral. The theorem sets b = 1/(4Dt), rewrites π/b as 4πDt, and combines the powers with exponents −d/2 and d/2; the exponents sum to zero, so the integral equals one.

```lean
/-- For `D, t > 0` the heat kernel has total mass one. -/
theorem integral_heatKernel (d : ℕ) {D t : ℝ} (hD : 0 < D) (ht : 0 < t) :
    ∫ x, heatKernel d D t x = 1 := by
  have hb : 0 < 1 / (4 * D * t) := by positivity
  have ha : 0 < 4 * π * D * t := by positivity
  have h := GaussianFourier.integral_rexp_neg_mul_sq_norm
    (V := EuclideanSpace ℝ (Fin d)) hb
  have e : π / (1 / (4 * D * t)) = 4 * π * D * t := by
    rw [div_div_eq_mul_div, div_one]
    ring
  rw [finrank_euclideanSpace_fin, e] at h
  calc ∫ x, heatKernel d D t x
      = (4 * π * D * t) ^ (-(d : ℝ) / 2) *
          ∫ x : EuclideanSpace ℝ (Fin d), Real.exp (-(1 / (4 * D * t)) * ‖x‖ ^ 2) := by
        rw [← integral_const_mul]
        refine integral_congr_ae (Eventually.of_forall fun x => ?_)
        simp only [heatKernel]
        rw [show -‖x‖ ^ 2 / (4 * D * t) = -(1 / (4 * D * t)) * ‖x‖ ^ 2 by ring]
    _ = 1 := by
        rw [h, ← Real.rpow_add ha, show -(d : ℝ) / 2 + (d : ℝ) / 2 = 0 by ring,
          Real.rpow_zero]
```

The next theorem is the pointwise relation between the kernels at t and t/2. In its proof, `h1` matches the prefactors and `h2` adds the exponents of the two exponentials.

```lean
/-- For `D, t > 0` the squared heat kernel at time `t` is `(8πDt)^(-d/2)` times the heat kernel
at time `t/2`. -/
theorem heatKernel_sq (d : ℕ) {D t : ℝ} (hD : 0 < D) (ht : 0 < t)
    (x : EuclideanSpace ℝ (Fin d)) :
    heatKernel d D t x ^ 2 =
      (8 * π * D * t) ^ (-(d : ℝ) / 2) * heatKernel d D (t / 2) x := by
  have ha : 0 ≤ 4 * π * D * t := by positivity
  have hb : 0 ≤ 8 * π * D * t := by positivity
  have hc : 0 ≤ 4 * π * D * (t / 2) := by positivity
  -- the prefactors agree because (4πDt)² = (8πDt)(2πDt)
  have h1 : (4 * π * D * t) ^ (-(d : ℝ) / 2) * (4 * π * D * t) ^ (-(d : ℝ) / 2) =
      (8 * π * D * t) ^ (-(d : ℝ) / 2) * (4 * π * D * (t / 2)) ^ (-(d : ℝ) / 2) := by
    rw [← Real.mul_rpow ha ha, ← Real.mul_rpow hb hc]
    congr 1
    ring
  have h2 : Real.exp (-‖x‖ ^ 2 / (4 * D * t)) * Real.exp (-‖x‖ ^ 2 / (4 * D * t)) =
      Real.exp (-‖x‖ ^ 2 / (4 * D * (t / 2))) := by
    rw [← Real.exp_add]
    congr 1
    ring
  unfold heatKernel
  rw [sq, mul_mul_mul_comm, h1, h2, mul_assoc]
```

Integration then needs only the unit integral at time t/2.

```lean
/-- For `D, t > 0` the integral of the squared heat kernel is `(8πDt)^(-d/2)`. -/
theorem integral_heatKernel_sq (d : ℕ) {D t : ℝ} (hD : 0 < D) (ht : 0 < t) :
    ∫ x, heatKernel d D t x ^ 2 = (8 * π * D * t) ^ (-(d : ℝ) / 2) := by
  simp_rw [heatKernel_sq d hD ht]
  rw [integral_const_mul, integral_heatKernel d hD (half_pos ht), mul_one]
```

## The mean absolute value of a Gaussian

The formula √(2v/π) is proved for every variance `v`, including zero, where the measure is concentrated at the origin and both sides vanish. For positive variance, `h1` is the half-line integral of x exp(−bx²), taken from a complex version in Mathlib, and `h2` folds the full line onto the half-line with the factor 2. The final `calc` block inserts the Gaussian density and simplifies 2v/√(2πv), as in the derivation above.

```lean
/-- A centred Gaussian of variance `v` has mean absolute value `√(2v/π)`. -/
theorem mean_abs_gaussian (v : ℝ≥0) :
    ∫ q, |q| ∂(gaussianReal 0 v) = Real.sqrt (2 * v / π) := by
  rcases eq_or_ne v 0 with rfl | hv
  · simp
  have hv0 : 0 < v := pos_iff_ne_zero.mpr hv
  have hv' : 0 < (v : ℝ) := NNReal.coe_pos.mpr hv0
  have hne : (v : ℝ) ≠ 0 := hv'.ne'
  -- the half-line integral of x exp(-b x²)
  have h1 : ∀ b : ℝ, 0 < b →
      ∫ x in Set.Ioi (0 : ℝ), x * Real.exp (-b * x ^ 2) = (2 * b)⁻¹ := by
    intro b hb
    have h := integral_mul_cexp_neg_mul_sq (b := (b : ℂ)) (by simpa using hb)
    apply Complex.ofReal_injective
    rw [← integral_complex_ofReal]
    push_cast
    exact h
  have h2 : ∫ x : ℝ, |x| * Real.exp (-(1 / (2 * (v : ℝ))) * |x| ^ 2) =
      2 * ∫ x in Set.Ioi (0 : ℝ), x * Real.exp (-(1 / (2 * (v : ℝ))) * x ^ 2) :=
    integral_comp_abs (f := fun y => y * Real.exp (-(1 / (2 * (v : ℝ))) * y ^ 2))
  have e1 : (2 * (1 / (2 * (v : ℝ))))⁻¹ = v := by field_simp
  have e2 : 2 * (v : ℝ) / π = (2 * v) ^ 2 / (2 * π * v) := by
    rw [div_eq_div_iff (by positivity) (by positivity)]
    ring
  rw [integral_gaussianReal_eq_integral_smul hv]
  calc ∫ x, gaussianPDFReal 0 v x • |x|
      = ∫ x : ℝ, (Real.sqrt (2 * π * v))⁻¹ *
          (|x| * Real.exp (-(1 / (2 * (v : ℝ))) * |x| ^ 2)) := by
        refine integral_congr_ae (Eventually.of_forall fun x => ?_)
        simp only [gaussianPDFReal, smul_eq_mul, sub_zero, sq_abs]
        rw [show -x ^ 2 / (2 * (v : ℝ)) = -(1 / (2 * (v : ℝ))) * x ^ 2 by ring]
        ring
    _ = (Real.sqrt (2 * π * v))⁻¹ * (2 * v) := by
        rw [integral_const_mul, h2, h1 _ (by positivity), e1]
    _ = Real.sqrt (2 * v / π) := by
        rw [e2, Real.sqrt_div (by positivity), Real.sqrt_sq (by positivity)]
        ring
```

## Closed form and time dependence

Substituting the variance gives the density for `n₀`, `D` and `t` positive. The proof writes (8πDt)^(−d/2) as the square of B = (8πDt)^(−d/4), so that the square root can be taken directly.

```lean
/-- For `n₀, D, t > 0` the surviving density is `√(n₀/π) (8πDt)^(-d/4)`. -/
theorem survivingDensity_eq (d : ℕ) {n₀ D t : ℝ} (hn : 0 < n₀) (hD : 0 < D) (ht : 0 < t) :
    survivingDensity d n₀ D t =
      Real.sqrt (n₀ / π) * (8 * π * D * t) ^ (-(d : ℝ) / 4) := by
  have hA : 0 < 8 * π * D * t := by positivity
  have hpos : 0 ≤ 2 * n₀ * (8 * π * D * t) ^ (-(d : ℝ) / 2) := by positivity
  have h : (8 * π * D * t) ^ (-(d : ℝ) / 2) = ((8 * π * D * t) ^ (-(d : ℝ) / 4)) ^ 2 := by
    rw [sq, ← Real.rpow_add hA]
    congr 1
    ring
  have hB : 0 ≤ (8 * π * D * t) ^ (-(d : ℝ) / 4) := by positivity
  unfold survivingDensity
  rw [mean_abs_gaussian, integral_heatKernel_sq d hD ht, Real.coe_toNNReal _ hpos, h]
  generalize (8 * π * D * t) ^ (-(d : ℝ) / 4) = B at hB ⊢
  rw [show 2 * (2 * n₀ * B ^ 2) / π = n₀ / π * (2 * B) ^ 2 by ring,
    Real.sqrt_mul (by positivity), Real.sqrt_sq (by positivity)]
  ring
```

Splitting (8πDt)^(−d/4) into a constant and a power of t gives t ρ(t) = C t^(1 − d/4).

```lean
/-- For `n₀, D, t > 0`, time multiplied by the surviving density is a constant times
`t^(1 - d/4)`. -/
theorem time_mul_survivingDensity (d : ℕ) {n₀ D t : ℝ} (hn : 0 < n₀) (hD : 0 < D)
    (ht : 0 < t) :
    t * survivingDensity d n₀ D t =
      Real.sqrt (n₀ / π) * (8 * π * D) ^ (-(d : ℝ) / 4) * t ^ (1 - (d : ℝ) / 4) := by
  have h8 : 0 ≤ 8 * π * D := by positivity
  rw [survivingDensity_eq d hn hD ht, Real.mul_rpow h8 ht.le,
    show 1 - (d : ℝ) / 4 = 1 + -(d : ℝ) / 4 by ring, Real.rpow_add ht, Real.rpow_one]
  ring
```

## Divergence exactly below four dimensions

`Tendsto f atTop atTop` says that f(t) eventually exceeds every bound as t grows. The theorem states that t ρ(t) does so if and only if `d < 4`, for any fixed positive `n₀` and `D`.

The proof first replaces the product by C t^(1 − d/4), which is allowed because the two agree for all t > 0. For the forward direction it assumes d ≥ 4. A diverging product would exceed C at some t ≥ 1, but there t^(1 − d/4) ≤ 1, which is a contradiction. For the converse, a positive power of t diverges, and so does its product with the positive constant C.

```lean
/-- For `n₀, D > 0`, time multiplied by the surviving density grows without bound at long times
if and only if the dimension is below four. -/
theorem tendsto_atTop_iff_dim_lt_four (d : ℕ) {n₀ D : ℝ} (hn : 0 < n₀) (hD : 0 < D) :
    Tendsto (fun t => t * survivingDensity d n₀ D t) atTop atTop ↔ d < 4 := by
  have hC : 0 < Real.sqrt (n₀ / π) * (8 * π * D) ^ (-(d : ℝ) / 4) := by positivity
  rw [tendsto_congr' ((eventually_gt_atTop (0 : ℝ)).mono
    fun t ht => time_mul_survivingDensity d hn hD ht)]
  constructor
  · intro h
    by_contra hd
    have hd' : (4 : ℝ) ≤ d := by exact_mod_cast not_lt.mp hd
    -- from dimension four on, the product is bounded for t ≥ 1
    obtain ⟨t, h1, h2⟩ := ((h.eventually_gt_atTop
      (Real.sqrt (n₀ / π) * (8 * π * D) ^ (-(d : ℝ) / 4))).and
        (eventually_ge_atTop (1 : ℝ))).exists
    have h3 : t ^ (1 - (d : ℝ) / 4) ≤ 1 :=
      Real.rpow_le_one_of_one_le_of_nonpos h2 (by linarith)
    have h4 := mul_le_mul_of_nonneg_left h3 hC.le
    linarith
  · intro hd
    have hd' : (d : ℝ) < 4 := by exact_mod_cast hd
    exact (tendsto_rpow_atTop (by linarith)).const_mul_atTop hC
```

At d = 4 the power of t disappears, and the product equals √(n₀/π)/(8πD) at every positive time.

```lean
/-- In four dimensions, for `n₀, D, t > 0`, time multiplied by the surviving density has the
constant value `√(n₀/π)/(8πD)`. -/
theorem time_mul_survivingDensity_four {n₀ D t : ℝ} (hn : 0 < n₀) (hD : 0 < D) (ht : 0 < t) :
    t * survivingDensity 4 n₀ D t = Real.sqrt (n₀ / π) / (8 * π * D) := by
  rw [time_mul_survivingDensity 4 hn hD ht,
    show -((4 : ℕ) : ℝ) / 4 = -1 by norm_num,
    show 1 - ((4 : ℕ) : ℝ) / 4 = 0 by norm_num,
    Real.rpow_zero, Real.rpow_neg_one, mul_one]
  exact (div_eq_mul_inv _ _).symm
```

Above four dimensions the exponent is negative and the product tends to zero. The modelled surplus then falls below the mean-field law at late times, so the assumption that only the surplus survives is no longer a sensible description of a reaction that follows that law.

```lean
/-- Above four dimensions, for `n₀, D > 0`, time multiplied by the surviving density tends to
zero at long times. -/
theorem tendsto_zero_of_four_lt_dim {d : ℕ} (hd : 4 < d) {n₀ D : ℝ} (hn : 0 < n₀)
    (hD : 0 < D) :
    Tendsto (fun t => t * survivingDensity d n₀ D t) atTop (nhds 0) := by
  have hd' : (4 : ℝ) < d := by exact_mod_cast hd
  rw [tendsto_congr' ((eventually_gt_atTop (0 : ℝ)).mono
    fun t ht => time_mul_survivingDensity d hn hD ht)]
  have h := (tendsto_rpow_neg_atTop (y := (d : ℝ) / 4 - 1) (by linarith)).const_mul
    (Real.sqrt (n₀ / π) * (8 * π * D) ^ (-(d : ℝ) / 4))
  rw [mul_zero, neg_sub] at h
  exact h
```

The last theorem compares the density with the mean-field law for d < 4. The constant `k` stands for the bimolecular rate constant of a well-mixed system, and the theorem allows any positive value. The proof bounds the ratio from below by k t ρ(t), leaving out the nonnegative term ρ(t)/n₀, and then applies the divergence already established.

```lean
/-- Below four dimensions, for `n₀, D, k > 0`, the ratio of the surviving density to the
mean-field law `n₀/(1 + k n₀ t)` grows without bound at long times. -/
theorem ratio_to_meanField_tendsto_atTop {d : ℕ} (hd : d < 4) {n₀ D k : ℝ} (hn : 0 < n₀)
    (hD : 0 < D) (hk : 0 < k) :
    Tendsto (fun t => survivingDensity d n₀ D t / (n₀ / (1 + k * n₀ * t))) atTop atTop := by
  refine tendsto_atTop_mono' atTop ?_
    (((tendsto_atTop_iff_dim_lt_four d hn hD).mpr hd).const_mul_atTop hk)
  filter_upwards [eventually_gt_atTop (0 : ℝ)] with t ht
  have hρ : 0 ≤ survivingDensity d n₀ D t := by
    rw [survivingDensity_eq d hn hD ht]
    positivity
  rw [div_div_eq_mul_div, le_div_iff₀ hn]
  nlinarith [hρ]

end

end DiffusiveAnnihilation
```

```lean
#print axioms DiffusiveAnnihilation.time_mul_survivingDensity
-- 'DiffusiveAnnihilation.time_mul_survivingDensity' depends on axioms: [propext, Classical.choice, Quot.sound]
#print axioms DiffusiveAnnihilation.time_mul_survivingDensity_four
-- 'DiffusiveAnnihilation.time_mul_survivingDensity_four' depends on axioms: [propext, Classical.choice, Quot.sound]
#print axioms DiffusiveAnnihilation.tendsto_zero_of_four_lt_dim
-- 'DiffusiveAnnihilation.tendsto_zero_of_four_lt_dim' depends on axioms: [propext, Classical.choice, Quot.sound]
#print axioms DiffusiveAnnihilation.ratio_to_meanField_tendsto_atTop
-- 'DiffusiveAnnihilation.ratio_to_meanField_tendsto_atTop' depends on axioms: [propext, Classical.choice, Quot.sound]
```
